# For any finite set of directions, two different momentum densities have the same Compton profiles

A momentum density fitted to Compton profiles along a dozen directions can reproduce all of them and still be wrong. Anyone who takes the perfect fit as proof of the density may mistake artefacts of the fit for features of the electrons. The problems below construct such a failure for any finite set of directions, within a model where densities consist of finitely many point weights. In that model, no finite set of directions fixed in advance determines every density.

## Point weights in momentum space and their projections

```lean
import Mathlib

open Matrix

namespace ComptonTomography

noncomputable section
```

A momentum p is a triple of real numbers p₀, p₁, p₂.

```lean
/-- Momentum space, with three real components. -/
abbrev Momentum := Fin 3 → ℝ
```

A distribution f assigns a real weight f(p) to each momentum, and only finitely many weights are nonzero; this is the type `Momentum →₀ ℝ`. Its profile along d collects the weight on each plane perpendicular to d:

J(d, f)(q) = Σ f(p) over all p with ⟨p, d⟩ = q

In the impulse approximation, the measured Compton spectrum gives this distribution of the electron momentum component along the scattering vector. The vector d need not have unit length, so q is scaled by |d|. The case d = 0 is also allowed; there is then no plane, and all the weight lands at q = 0. `Finsupp.lmapDomain` supplies the pushforward as a linear map.

```lean
/-- The directional Compton profile of a finitely supported distribution: its pushforward under
the projection `p ↦ ⟨p, d⟩`. It is linear in the distribution. -/
def comptonProfile (d : Momentum) : (Momentum →₀ ℝ) →ₗ[ℝ] (ℝ →₀ ℝ) :=
  Finsupp.lmapDomain ℝ ℝ (fun p : Momentum => p ⬝ᵥ d)
```

Write W(f) for the sum of all weights.

```lean
/-- The total weight of a momentum distribution. -/
def electronNumber (ρ : Momentum →₀ ℝ) : ℝ := ρ.sum fun _ w => w
```

A density of N electrons is nonnegative, has total weight N and satisfies ρ(−p) = ρ(p). The last condition holds, for example, for states with time-reversal symmetry. N may be any real number. Nothing requires the density to come from a wavefunction, and smooth densities and measurement noise lie outside the model.

```lean
/-- A momentum density of `N` electrons: nonnegative, invariant under `p ↦ -p`, and of total
weight `N`. -/
structure IsMomentumDensity (N : ℝ) (ρ : Momentum →₀ ℝ) : Prop where
  nonneg : ∀ p, 0 ≤ ρ p
  inversion : ∀ p, ρ (-p) = ρ p
  number : electronNumber ρ = N
```

Let T(v)f be f with every weight moved from p to p + v.

```lean
/-- The distribution displaced by the momentum `v`. -/
def displace (v : Momentum) (f : Momentum →₀ ℝ) : Momentum →₀ ℝ :=
  f.mapDomain (fun p => p + v)
```

The second difference is Δ(v)f = 2f − T(v)f − T(−v)f.

```lean
/-- Twice a distribution minus its two copies displaced by `v` and `-v`. -/
def secondDifference (v : Momentum) (f : Momentum →₀ ℝ) : Momentum →₀ ℝ :=
  (2 : ℝ) • f - displace v f - displace (-v) f
```

## (a) Projection keeps the total weight

Show that a profile carries the same total weight as its distribution:

W(J(d, ρ)) = W(ρ)

Each p satisfies ⟨p, d⟩ = q for exactly one q. Summing over q therefore counts each weight once. The Mathlib lemma used here regroups the sum in this way.

```lean
/-- The total weight of every Compton profile is the total weight of the distribution. -/
theorem comptonProfile_sum (d : Momentum) (ρ : Momentum →₀ ℝ) :
    (comptonProfile d ρ).sum (fun _ w => w) = electronNumber ρ :=
  Finsupp.sum_mapDomain_index (fun _ => rfl) (fun _ _ _ => rfl)
```

## (b) Only the zero momentum has nonpositive square

Show that

⟨v, v⟩ ≤ 0 implies v = 0

The left side is v₀² + v₁² + v₂². No term is negative, so each must vanish, and with it each component. `linarith` draws this conclusion three times.

```lean
/-- A momentum whose square is not positive is zero. -/
theorem eq_zero_of_sq_nonpos (v : Momentum) (h : v ⬝ᵥ v ≤ 0) : v = 0 := by
  rw [dotProduct, Fin.sum_univ_three] at h
  have a := mul_self_nonneg (v 0)
  have b := mul_self_nonneg (v 1)
  have c := mul_self_nonneg (v 2)
  have h0 : v 0 = 0 := mul_self_eq_zero.1 (by linarith)
  have h1 : v 1 = 0 := mul_self_eq_zero.1 (by linarith)
  have h2 : v 2 = 0 := mul_self_eq_zero.1 (by linarith)
  funext i
  fin_cases i
  exacts [h0, h1, h2]
```

## (c) A momentum orthogonal to a given direction

For every d, find v ≠ 0 with

⟨v, d⟩ = 0

If d₀ = 0, take v = (1, 0, 0). Otherwise take v = (d₁, −d₀, 0), which is nonzero and gives d₁d₀ − d₀d₁ = 0. The code makes the same case distinction, and d = 0 falls under the first case.

```lean
/-- Every direction has a nonzero momentum orthogonal to it. -/
theorem exists_orthogonal (d : Momentum) : ∃ v : Momentum, v ≠ 0 ∧ v ⬝ᵥ d = 0 := by
  by_cases h : d 0 = 0
  · refine ⟨![1, 0, 0], fun e => ?_, ?_⟩
    · have e0 : (1 : ℝ) = 0 := congrFun e 0
      exact one_ne_zero e0
    · rw [dotProduct, Fin.sum_univ_three]
      change 1 * d 0 + 0 * d 1 + 0 * d 2 = 0
      rw [h]
      ring
  · refine ⟨![d 1, -d 0, 0], fun e => ?_, ?_⟩
    · have e1 : -d 0 = 0 := congrFun e 1
      exact h (by linarith)
    · rw [dotProduct, Fin.sum_univ_three]
      change d 1 * d 0 + -d 0 * d 1 + 0 * d 2 = 0
      ring
```

## (d) The second difference at a point

Show that

(Δ(v)f)(p) = 2f(p) − f(p − v) − f(p + v)

Only the weight at p − w is moved to p by T(w), so (T(w)f)(p) = f(p − w). Use this with w = v and w = −v. In the code it is the auxiliary statement `shift`, which rests on the injectivity of translation.

```lean
/-- The value of the second difference at `p` is `2 f(p) - f(p - v) - f(p + v)`. -/
theorem secondDifference_apply (v : Momentum) (f : Momentum →₀ ℝ) (p : Momentum) :
    secondDifference v f p = 2 * f p - f (p - v) - f (p + v) := by
  have shift : ∀ w : Momentum, displace w f p = f (p - w) := by
    intro w
    have h := Finsupp.mapDomain_apply (add_left_injective w) f (p - w)
    simp only [sub_add_cancel] at h
    exact h
  unfold secondDifference
  rw [Finsupp.sub_apply, Finsupp.sub_apply, Finsupp.smul_apply, shift, shift, smul_eq_mul,
    sub_neg_eq_add]
```

## (e) A displaced distribution has a displaced profile

Show that

J(d, T(v)f)(q) = J(d, f)(q − ⟨v, d⟩)

A weight at p moves to p + v, whose projection is ⟨p, d⟩ + ⟨v, d⟩. Lean writes the right side as a pushforward under `q + v ⬝ᵥ d`. `Finsupp.mapDomain_comp` merges the two successive pushforwards on each side, and the combined maps agree by `add_dotProduct`.

```lean
/-- Displacing a distribution by `v` displaces its profile along `d` by `⟨v, d⟩`. -/
theorem comptonProfile_displace (d v : Momentum) (f : Momentum →₀ ℝ) :
    comptonProfile d (displace v f)
      = (comptonProfile d f).mapDomain (fun q => q + v ⬝ᵥ d) := by
  change Finsupp.mapDomain (fun p : Momentum => p ⬝ᵥ d)
      (Finsupp.mapDomain (fun p : Momentum => p + v) f)
    = Finsupp.mapDomain (fun q : ℝ => q + v ⬝ᵥ d)
      (Finsupp.mapDomain (fun p : Momentum => p ⬝ᵥ d) f)
  rw [← Finsupp.mapDomain_comp, ← Finsupp.mapDomain_comp]
  congr 1
  funext p
  exact add_dotProduct p v d
```

## (f) How a profile is made to vanish

Suppose that ⟨v, d⟩ = 0 or J(d, f) = 0. Show that

J(d, Δ(v)f) = 0

By linearity, the profile is 2J(d, f) minus two copies of J(d, f), displaced by ⟨v, d⟩ and −⟨v, d⟩. If ⟨v, d⟩ = 0, the copies are not displaced and 2J − J − J = 0. If J(d, f) = 0, every term is zero. `rcases` separates the two cases.

```lean
/-- The second difference along `v` has zero profile along `d` if `v` is orthogonal to `d`, or if
the original distribution already had zero profile along `d`. -/
theorem comptonProfile_secondDifference (d v : Momentum) (f : Momentum →₀ ℝ)
    (h : v ⬝ᵥ d = 0 ∨ comptonProfile d f = 0) :
    comptonProfile d (secondDifference v f) = 0 := by
  unfold secondDifference
  rw [map_sub, map_sub, map_smul, comptonProfile_displace, comptonProfile_displace,
    neg_dotProduct]
  rcases h with h | h
  · have hid : Finsupp.mapDomain (fun q : ℝ => q) (comptonProfile d f) = comptonProfile d f :=
      Finsupp.mapDomain_id
    rw [h]
    simp only [neg_zero, add_zero]
    rw [hid]
    module
  · rw [h]
    simp
```

## (g) The second difference does not erase a distribution

For v ≠ 0 and f ≠ 0, show that

Δ(v)f ≠ 0

Let p be a point of the support of f with the largest ⟨p, v⟩. Since ⟨v, v⟩ > 0 by (b), the points p + v and p + 2v lie farther along v, so f vanishes at both. By (d),

(Δ(v)f)(p + v) = 2·0 − f(p) − 0 = −f(p) ≠ 0

```lean
/-- The second difference of a nonzero distribution along a nonzero momentum is nonzero. -/
theorem secondDifference_ne_zero {v : Momentum} (hv : v ≠ 0) {f : Momentum →₀ ℝ} (hf : f ≠ 0) :
    secondDifference v f ≠ 0 := by
  intro h
  have hpos : 0 < v ⬝ᵥ v := by
    by_contra hn
    exact hv (eq_zero_of_sq_nonpos v (not_lt.1 hn))
  -- the point of the support that lies farthest along `v`
  obtain ⟨p, hp, hmax⟩ := f.support.exists_max_image (fun q => q ⬝ᵥ v)
    (Finsupp.support_nonempty_iff.2 hf)
  have out : ∀ q : Momentum, p ⬝ᵥ v < q ⬝ᵥ v → f q = 0 := by
    intro q hq
    by_contra hne
    exact not_lt_of_ge (hmax q (Finsupp.mem_support_iff.2 hne)) hq
  have o1 : f (p + v) = 0 := out _ (by rw [add_dotProduct]; linarith)
  have o2 : f (p + v + v) = 0 := out _ (by rw [add_dotProduct, add_dotProduct]; linarith)
  -- one step further only the displaced copy of `p` contributes
  have e := secondDifference_apply v f (p + v)
  rw [h, o1, o2, add_sub_cancel_right, Finsupp.zero_apply] at e
  exact Finsupp.mem_support_iff.1 hp (by linarith)
```

The point p comes from `Finset.exists_max_image`. Given a nonempty finite set and a function into a linear order, this lemma returns an element of the set together with a proof that no other element has a larger value. The set here is `f.support`, which every `→₀` function carries as a `Finset`, and `Finsupp.support_nonempty_iff` turns f ≠ 0 into nonemptiness. The code uses the bound in reverse, as `out`: any point beyond the maximum has weight zero.

## (h) A ghost invisible along every chosen direction

For a finite set D, find a distribution f ≠ 0 with

f(−p) = f(p) for all p, and J(d, f) = 0 for all d in D

Use induction on D. For the empty set, take weight 1 at p = 0. To add a direction d, take the ghost f of the smaller set and a v ≠ 0 orthogonal to d, from (c). Then Δ(v)f is nonzero by (g). By (f), its profile vanishes along d, because v is orthogonal to d, and along the earlier directions, because those profiles were already zero. Symmetry survives:

(Δ(v)f)(−p) = 2f(−p) − f(−p − v) − f(−p + v) = 2f(p) − f(p + v) − f(p − v) = (Δ(v)f)(p)

```lean
/-- For finitely many directions there is a nonzero, inversion-symmetric signed distribution
whose Compton profile vanishes along each of them. -/
theorem exists_ghost (D : Finset Momentum) :
    ∃ f : Momentum →₀ ℝ, f ≠ 0 ∧ (∀ p, f (-p) = f p) ∧ ∀ d ∈ D, comptonProfile d f = 0 := by
  induction D using Finset.induction_on with
  | empty =>
    refine ⟨Finsupp.single 0 1, by simp, fun p => ?_, by simp⟩
    rcases eq_or_ne p 0 with rfl | hp
    · simp
    · simp [hp]
  | insert d s _ ih =>
    obtain ⟨f, hf, hs, h0⟩ := ih
    obtain ⟨v, hv, hvd⟩ := exists_orthogonal d
    refine ⟨secondDifference v f, secondDifference_ne_zero hv hf, fun p => ?_, fun e he => ?_⟩
    · rw [secondDifference_apply, secondDifference_apply, hs p,
        show -p - v = -(p + v) by abel, show -p + v = -(p - v) by abel, hs, hs]
      ring
    · apply comptonProfile_secondDifference
      rcases Finset.mem_insert.1 he with h | h
      · left
        rw [h]
        exact hvd
      · exact Or.inr (h0 e h)
```

## (i) Two densities that the profiles cannot tell apart

For finite D and N > 0, find densities ρ₁ ≠ ρ₂ of N electrons with

J(d, ρ₁) = J(d, ρ₂) for all d in D

Take a ghost f for D together with the zero vector. Along d = 0 the whole weight lands at q = 0, so by (a) the vanishing profile there gives W(f) = 0, even if D is empty. Let |f| be the distribution with weights |f(p)|. Its total W(|f|) is positive, so c = N/W(|f|) is positive too. Set

ρ₁ = c(|f| + f), ρ₂ = c|f|

Both are nonnegative, since |x| + x ≥ 0, and both inherit the symmetry of f. Their totals are c(W(|f|) + 0) = N and cW(|f|) = N. They differ by cf, which is nonzero but has zero profile along each d in D.

In the code, `g` is |f|, and the final bullets check these properties one by one. The condition N > 0 is needed: for N = 0 the only density is zero, and for N < 0 there is none.

```lean
/-- For any finite set of directions and any `N > 0` there are two different finitely supported
momentum densities of `N` electrons whose Compton profiles agree along every direction of the
set. -/
theorem finitely_many_profiles_insufficient (D : Finset Momentum) {N : ℝ} (hN : 0 < N) :
    ∃ ρ₁ ρ₂ : Momentum →₀ ℝ, IsMomentumDensity N ρ₁ ∧ IsMomentumDensity N ρ₂ ∧ ρ₁ ≠ ρ₂ ∧
      ∀ d ∈ D, comptonProfile d ρ₁ = comptonProfile d ρ₂ := by
  obtain ⟨f, hf, hs, h0⟩ := exists_ghost (insert 0 D)
  -- the ghost carries no net weight
  have hf0 : electronNumber f = 0 := by
    rw [← comptonProfile_sum 0 f, h0 0 (Finset.mem_insert_self 0 D)]
    exact Finsupp.sum_zero_index
  obtain ⟨g, hg⟩ : ∃ g : Momentum →₀ ℝ, ∀ p, g p = |f p| :=
    ⟨f.mapRange (fun x => |x|) abs_zero, fun _ => rfl⟩
  have hg0 : g ≠ 0 := by
    intro e
    apply hf
    ext p
    have h := hg p
    rw [e, Finsupp.zero_apply] at h
    exact abs_eq_zero.1 h.symm
  have hT : 0 < electronNumber g := by
    unfold electronNumber Finsupp.sum
    refine Finset.sum_pos (fun p hp => ?_) (Finsupp.support_nonempty_iff.2 hg0)
    have h : 0 ≤ g p := by
      rw [hg]
      exact abs_nonneg _
    exact lt_of_le_of_ne h (Ne.symm (Finsupp.mem_support_iff.1 hp))
  have hadd : electronNumber (g + f) = electronNumber g + electronNumber f :=
    Finsupp.sum_add_index' (fun _ => rfl) (fun _ _ _ => rfl)
  have hsmul : ∀ (c : ℝ) (r : Momentum →₀ ℝ),
      electronNumber (c • r) = c * electronNumber r := by
    intro c r
    unfold electronNumber
    rw [Finsupp.sum_smul_index (fun _ => rfl), Finsupp.mul_sum]
  obtain ⟨c, hc, hcN⟩ : ∃ c : ℝ, 0 < c ∧ c * electronNumber g = N := by
    have hne := hT.ne'
    exact ⟨N / electronNumber g, div_pos hN hT, by field_simp⟩
  -- compare `|f| + f` with `|f|`, both scaled to `N` electrons
  refine ⟨c • (g + f), c • g, ⟨fun p => ?_, fun p => ?_, ?_⟩, ⟨fun p => ?_, fun p => ?_, ?_⟩,
    fun e => ?_, fun d hd => ?_⟩
  · rw [Finsupp.smul_apply, Finsupp.add_apply, hg, smul_eq_mul]
    exact mul_nonneg hc.le (by linarith [neg_abs_le (f p)])
  · simp only [Finsupp.smul_apply, Finsupp.add_apply, hg, hs]
  · rw [hsmul, hadd, hf0, add_zero, hcN]
  · rw [Finsupp.smul_apply, hg, smul_eq_mul]
    exact mul_nonneg hc.le (abs_nonneg _)
  · simp only [Finsupp.smul_apply, hg, hs]
  · rw [hsmul, hcN]
  · apply hf
    ext p
    have h := DFunLike.congr_fun e p
    simp only [Finsupp.smul_apply, Finsupp.add_apply, smul_eq_mul] at h
    have h' := mul_left_cancel₀ hc.ne' h
    change f p = 0
    linarith
  · rw [map_smul, map_smul, map_add, h0 d (Finset.mem_insert_of_mem hd), add_zero]
```

For a small instance, take D = {(1, 0, 0), (0, 1, 0)} and N = 2. Starting from weight 1 at the origin, second differences along (0, 1, 0) and (1, 0, 0) give a ghost on a 3 × 3 grid in the plane p₂ = 0: weight 4 at the centre, −2 at the four edge midpoints and 1 at the four corners. Its total is 4 − 8 + 4 = 0 already, so the zero vector needs no extra step. The absolute weights sum to 16, so c = 1/8.

- ρ₁ has 1 at the centre, 0 at the edge midpoints and 1/4 at each corner.
- ρ₂ has 1/2 at the centre, 1/4 at each edge midpoint and 1/8 at each corner.

Along both directions in D, each density has the profile 1/2, 1, 1/2 at q = −1, 0, 1. Along (1, 1, 0) they differ: at q = 0, ρ₁ gives 3/2 and ρ₂ gives 3/4.

## (j) All directions together are enough

Let ρ₁ and ρ₂ be finitely supported, with any signs. Show that

J(d, ρ₁) = J(d, ρ₂) for all d implies ρ₁ = ρ₂

Suppose f = ρ₁ − ρ₂ is nonzero, and let p be a longest momentum in its support. If q in the support has ⟨q, p⟩ = ⟨p, p⟩, then

⟨q − p, q − p⟩ = ⟨q, q⟩ − 2⟨q, p⟩ + ⟨p, p⟩ = ⟨q, q⟩ − ⟨p, p⟩ ≤ 0

so q = p by (b). Only p contributes to the profile along p at that value:

J(p, f)(⟨p, p⟩) = f(p) ≠ 0

But J(p, f) = 0 by assumption, a contradiction. The code calls this equation `key` and isolates the single term with `Finset.sum_eq_single`. The revealing direction p depends on the two densities, so this is consistent with (i), where the directions are fixed first.

```lean
/-- Two finitely supported distributions whose Compton profiles agree along all directions are
equal. -/
theorem all_profiles_determine (ρ₁ ρ₂ : Momentum →₀ ℝ)
    (h : ∀ d, comptonProfile d ρ₁ = comptonProfile d ρ₂) : ρ₁ = ρ₂ := by
  by_contra hne
  obtain ⟨f, hfdef⟩ : ∃ f, f = ρ₁ - ρ₂ := ⟨_, rfl⟩
  have hf : f ≠ 0 := by
    rw [hfdef]
    exact sub_ne_zero.2 hne
  -- look along the longest momentum `p` in the support of the difference
  obtain ⟨p, hp, hmax⟩ := f.support.exists_max_image (fun q => q ⬝ᵥ q)
    (Finsupp.support_nonempty_iff.2 hf)
  have key : comptonProfile p f (p ⬝ᵥ p) = f p := by
    change Finsupp.mapDomain (fun q : Momentum => q ⬝ᵥ p) f (p ⬝ᵥ p) = f p
    rw [Finsupp.mapDomain, Finsupp.sum_apply, Finsupp.sum, Finset.sum_eq_single p]
    · exact Finsupp.single_eq_same
    · intro q hq hqp
      rw [Finsupp.single_apply, if_neg]
      intro e
      have hm : q ⬝ᵥ q ≤ p ⬝ᵥ p := hmax q hq
      apply hqp
      apply sub_eq_zero.1
      apply eq_zero_of_sq_nonpos
      rw [sub_dotProduct, dotProduct_sub, dotProduct_sub, dotProduct_comm p q]
      linarith
    · intro hp'
      exact absurd hp hp'
  have hz : comptonProfile p f = 0 := by
    rw [hfdef, map_sub, h p, sub_self]
  rw [hz, Finsupp.zero_apply] at key
  exact Finsupp.mem_support_iff.1 hp key.symm

end

end ComptonTomography
```

```lean
#print axioms ComptonTomography.finitely_many_profiles_insufficient
-- 'ComptonTomography.finitely_many_profiles_insufficient' depends on axioms: [propext, Classical.choice, Quot.sound]
#print axioms ComptonTomography.all_profiles_determine
-- 'ComptonTomography.all_profiles_determine' depends on axioms: [propext, Classical.choice, Quot.sound]
```
